# Intruders coupled equally and weakly to two states invert the second-order state order once below the lowest perturber

## One perturber

Take a ground state at energy zero, an excited state at zeroth-order energy $w>0$, and one perturber at energy $D>w$. Let the perturbation couple both states to the perturber with the same real strength $V\neq 0$, but neither shift the two states at first order nor couple them to each other. Second-order perturbation theory lowers the ground state by $V^2/D$ and the excited state by $V^2/(D-w)$. The second shift is larger because its denominator is smaller, so the corrected excitation energy is

$$
g(w)=w-\frac{V^2}{D-w}+\frac{V^2}{D}
=w\left(1-\frac{V^2}{D(D-w)}\right).
$$

The factorisation follows from $\frac{1}{D-w}-\frac1D=\frac{w}{D(D-w)}$. Since $w>0$, the bracket decides the sign. It vanishes when $D(D-w)=V^2$, that is, at

$$
w_0=D-\frac{V^2}{D},
$$

which is positive exactly when $V^2/D^2<1$. With $D=1$ and $V=\tfrac12$ the crossing lies at $w_0=\tfrac34$. At $w=\tfrac12$ the gap is $+0.25$, and at $w=0.9$ it is $-1.35$: the excited state has dropped below the ground state.

## Several perturbers

Now let finitely many perturbers, at least one, lie at energies $D_k>0$ with couplings $V_k\neq0$, each again the same for both states. The same identity, applied term by term, gives

$$
g(w)=w-\sum_k\frac{V_k^2}{D_k-w}+\sum_k\frac{V_k^2}{D_k}=w\,(1-L(w)),\qquad
L(w)=\sum_k\frac{V_k^2}{D_k(D_k-w)}.
$$

Call $L$ the intruder load. Its value at zero is $S=\sum_k V_k^2/D_k^2$, the squared norm of the first-order correction to the ground state. Assume $S<1$: in the first-order ground-state wavefunction, the perturbers' weight relative to the reference stays below one.

As $w$ rises towards the lowest perturber, every denominator $D_k(D_k-w)$ shrinks but stays positive, so $L$ increases strictly. It starts at $L(0)=S<1$. To find a point where it has reached one, let $j$ be a lowest perturber and put $b=D_j-V_j^2/D_j$. Then $b<D_j$, and $b>0$ because $V_j^2/D_j^2\le S<1$. Moreover $D_j(D_j-b)=V_j^2$, so the $j$-th term of $L(b)$ equals one. The other terms are nonnegative, hence $L(b)\ge1$.

By continuity there is a $w_0\in[0,b]$ with $L(w_0)=1$, and $w_0\ne0$ because $L(0)<1$. For $0<w<w_0$ the load is below one and $g(w)>0$; for $w_0<w<\min_k D_k$ it is above one and $g(w)<0$. The crossing is therefore unique in this interval.

If instead $S\ge1$, then $L(w)>L(0)\ge1$ for every $w$ in the interval, and the order is inverted throughout.

A crossing can also be located. No single term of $L(w_0)=1$ exceeds one, so $V_k^2\le D_k(D_k-w_0)$, which gives $w_0\le D_k-V_k^2/D_k$ for each $k$. If $m\le D_k$ for all $k$, then $(m-w_0)D_k\le m(D_k-w_0)$, and therefore

$$
(m-w_0)\frac{V_k^2}{D_k(D_k-w_0)}\le m\frac{V_k^2}{D_k^2}.
$$

Summation gives $m-w_0\le mS$, or $w_0\ge m(1-S)$.

The equal coupling of both states matters. With one perturber at $D=1$, let the squared coupling be $0.1$ for the ground state and $0.2$ for the excited state. The gap $w-\frac{0.2}{1-w}+0.1$ is negative at $w=0.05$, positive at $w=0.5$ and negative at $w=0.9$, so the order changes twice. In a molecular calculation the couplings generally differ between the states. The model then still shows how a small denominator can reverse a second-order state order, but it does not predict the number of reversals.

## The gap and the load in Lean

The perturbers are indexed by a finite type `ι`. The functions `V` and `D` give their couplings and their energies above the ground state, all real and in the same energy unit.

```lean
import Mathlib

open Finset

namespace IntruderStateInversion

noncomputable section

variable {ι : Type*} [Fintype ι]

/-- Second-order corrected excitation energy of a state at zeroth-order energy `w` above the
ground state, when both states couple with strengths `V k` to perturbers at energies `D k`
above the ground state. Domain: `D k ≠ 0` and `w ≠ D k` for all `k`. -/
def correctedGap (V D : ι → ℝ) (w : ℝ) : ℝ :=
  w - ∑ k, V k ^ 2 / (D k - w) + ∑ k, V k ^ 2 / D k
```

`correctedGap V D w` is $g(w)$. The excitation energy `w` varies while `V` and `D` stay fixed, so an intruder approaches in the sense that $w$ moves up towards it.

```lean
/-- The intruder load, the sum of `V k ^ 2 / (D k * (D k - w))` over the perturbers.
Domain: `D k ≠ 0` and `w ≠ D k` for all `k`. -/
def intruderLoad (V D : ι → ℝ) (w : ℝ) : ℝ :=
  ∑ k, V k ^ 2 / (D k * (D k - w))
```

The next lemma is the factorisation. It needs only nonzero denominators. The inner statement `h` combines the two second-order sums into $wL(w)$, and `linear_combination` substitutes this into the definition of the gap.

```lean
/-- Away from the poles, the corrected excitation energy is the zeroth-order one times
one minus the intruder load. -/
theorem correctedGap_eq (V D : ι → ℝ) (w : ℝ) (hD : ∀ k, D k ≠ 0) (hw : ∀ k, w ≠ D k) :
    correctedGap V D w = w * (1 - intruderLoad V D w) := by
  -- the two second-order sums combine term by term
  have h : ∑ k, V k ^ 2 / (D k - w) - ∑ k, V k ^ 2 / D k = w * intruderLoad V D w := by
    unfold intruderLoad
    rw [← Finset.sum_sub_distrib, Finset.mul_sum]
    apply Finset.sum_congr rfl
    intro k _
    have h1 := hD k
    have h2 : D k - w ≠ 0 := sub_ne_zero.2 (hw k).symm
    rw [div_sub_div _ _ h2 h1, mul_div_assoc',
      div_eq_div_iff (mul_ne_zero h2 h1) (mul_ne_zero h1 h2)]
    ring
  unfold correctedGap
  linear_combination -h
```

Setting $w=0$ identifies the load with $S$.

```lean
/-- At zero excitation energy the intruder load is the sum of `V k ^ 2 / D k ^ 2` over the
perturbers. -/
theorem intruderLoad_zero (V D : ι → ℝ) :
    intruderLoad V D 0 = ∑ k, V k ^ 2 / D k ^ 2 := by
  simp [intruderLoad, sq]
```

Two properties of $L$ below all perturbers carry the argument. First, one term is at most the whole sum, because all terms are nonnegative.

```lean
/-- For positive perturber energies, all above `w`, each single perturber contributes
at most the whole intruder load. -/
theorem term_le_intruderLoad (V D : ι → ℝ) (w : ℝ) (hD : ∀ k, 0 < D k)
    (hw : ∀ k, w < D k) (k : ι) :
    V k ^ 2 / (D k * (D k - w)) ≤ intruderLoad V D w := by
  unfold intruderLoad
  exact Finset.single_le_sum (f := fun i => V i ^ 2 / (D i * (D i - w)))
    (fun i _ => div_nonneg (sq_nonneg _) (mul_pos (hD i) (sub_pos.2 (hw i))).le)
    (Finset.mem_univ k)
```

Second, $L$ is strictly increasing. `Finset.sum_lt_sum_of_nonempty` reduces this to a strict inequality for each term, and `div_lt_div_of_pos_left` supplies that inequality from the smaller positive denominator.

```lean
/-- With at least one perturber, nonzero couplings and positive perturber energies, the
intruder load grows strictly with the excitation energy below all perturbers. -/
theorem intruderLoad_lt [Nonempty ι] (V D : ι → ℝ) (hV : ∀ k, V k ≠ 0)
    (hD : ∀ k, 0 < D k) {w w' : ℝ} (h : w < w') (hw : ∀ k, w' < D k) :
    intruderLoad V D w < intruderLoad V D w' := by
  unfold intruderLoad
  apply Finset.sum_lt_sum_of_nonempty Finset.univ_nonempty
  intro k _
  have h1 : 0 < V k ^ 2 := by
    have := hV k
    positivity
  have h2 := hD k
  exact div_lt_div_of_pos_left h1 (mul_pos h2 (sub_pos.2 (hw k))) (by gcongr)
```

## Exactly one inversion

In `state_order_inversion`, the condition `∀ k, w < D k` expresses $w<\min_k D_k$. The theorem provides a `w0` in the interval such that, for every `w` there, the gap is zero, positive or negative exactly when `w` equals, lies below or lies above `w0`. The first equivalence contains the uniqueness of the zero.

The hypothesis `hV` asks every coupling to be nonzero. One nonzero coupling somewhere would not suffice: with energies $1,2$ and couplings $0,1$, the only crossing is at $w=\tfrac32$, above the lowest perturber.

The statement concerns second-order energies, not exact eigenvalues, and makes no claim about $w$ above the lowest perturber.

```lean
/-- Let there be at least one perturber, with nonzero couplings, positive energies and
`∑ V k ^ 2 / D k ^ 2 < 1`. Between zero and the lowest perturber the corrected excitation
energy vanishes at exactly one point `w0`, is positive below it and negative above it. -/
theorem state_order_inversion [Nonempty ι] (V D : ι → ℝ) (hV : ∀ k, V k ≠ 0)
    (hD : ∀ k, 0 < D k) (hS : ∑ k, V k ^ 2 / D k ^ 2 < 1) :
    ∃ w0, 0 < w0 ∧ (∀ k, w0 < D k) ∧ ∀ w, 0 < w → (∀ k, w < D k) →
      (correctedGap V D w = 0 ↔ w = w0) ∧ (0 < correctedGap V D w ↔ w < w0) ∧
      (correctedGap V D w < 0 ↔ w0 < w) := by
  rw [← intruderLoad_zero] at hS
  obtain ⟨j, hj⟩ := Finite.exists_min D
  have hDj := hD j
  have hVj : 0 < V j ^ 2 := by
    have := hV j
    positivity
  have hq : 0 < V j ^ 2 / D j := div_pos hVj hDj
  -- at b the lowest perturber alone brings the load to one
  obtain ⟨b, hb⟩ : ∃ b, b = D j - V j ^ 2 / D j := ⟨_, rfl⟩
  have hb0 : 0 < b := by
    have h1 := (term_le_intruderLoad V D 0 hD hD j).trans_lt hS
    rw [sub_zero, div_lt_one (mul_pos hDj hDj)] at h1
    have h2 : V j ^ 2 / D j < D j := (div_lt_iff₀ hDj).2 h1
    linarith
  have hbD : ∀ k, b < D k := fun k => by linarith [hj k]
  have hb1 : 1 ≤ intruderLoad V D b := by
    have h1 := term_le_intruderLoad V D b hD hbD j
    have h2 : D j * (D j - b) = V j ^ 2 := by
      rw [hb, sub_sub_cancel]
      field_simp
    rwa [h2, div_self hVj.ne'] at h1
  have hc : ContinuousOn (intruderLoad V D) (Set.Icc 0 b) := by
    unfold intruderLoad
    exact continuousOn_finsetSum _ fun k _ =>
      ContinuousOn.div continuousOn_const (by fun_prop) fun w hw =>
        (mul_pos (hD k) (sub_pos.2 (hw.2.trans_lt (hbD k)))).ne'
  obtain ⟨w0, ⟨h0, hwb⟩, h1⟩ := intermediate_value_Icc hb0.le hc ⟨hS.le, hb1⟩
  have hpos : 0 < w0 := by
    rcases h0.eq_or_lt with h | h
    · rw [← h] at h1
      linarith
    · exact h
  have hw0 : ∀ k, w0 < D k := fun k => hwb.trans_lt (hbD k)
  refine ⟨w0, hpos, hw0, fun w hw hwD => ?_⟩
  have hg := correctedGap_eq V D w (fun k => (hD k).ne') (fun k => (hwD k).ne)
  -- the sign of the gap is the sign of one minus the load
  rcases lt_trichotomy w w0 with h | h | h
  · have h2 := intruderLoad_lt V D hV hD h hw0
    have h3 : 0 < correctedGap V D w := by
      rw [hg]
      exact mul_pos hw (by linarith)
    refine ⟨⟨fun e => ?_, fun e => ?_⟩, ⟨fun e => ?_, fun e => ?_⟩,
      ⟨fun e => ?_, fun e => ?_⟩⟩ <;> linarith
  · have h3 : correctedGap V D w = 0 := by
      rw [hg, h, h1]
      ring
    refine ⟨⟨fun e => ?_, fun e => ?_⟩, ⟨fun e => ?_, fun e => ?_⟩,
      ⟨fun e => ?_, fun e => ?_⟩⟩ <;> linarith
  · have h2 := intruderLoad_lt V D hV hD h hwD
    have h3 : correctedGap V D w < 0 := by
      rw [hg]
      exact mul_neg_of_pos_of_neg hw (by linarith)
    refine ⟨⟨fun e => ?_, fun e => ?_⟩, ⟨fun e => ?_, fun e => ?_⟩,
      ⟨fun e => ?_, fun e => ?_⟩⟩ <;> linarith
```

`Finite.exists_min` selects the lowest perturber `j`. The facts `hb0`, `hbD` and `hb1` state that $b$ is positive, lies below all perturbers and satisfies $L(b)\ge1$. Both `hb0` and `hb1` use `term_le_intruderLoad`, once at zero and once at $b$. Continuity on $[0,b]$ is `hc`; each denominator is nonzero there because $w\le b<D_k$.

After `w0` has been found, `lt_trichotomy` splits into $w<w_0$, $w=w_0$ and $w>w_0$. In each case the factorisation, together with the monotonicity of the load when $w\ne w_0$, gives the sign or the vanishing of the gap as `h3`, and `linarith` then settles all three equivalences.

### The intermediate value theorem as an inclusion of sets

The crossing comes from `intermediate_value_Icc`. For a function $f$ continuous on $[a,b]$ with $a\le b$, Mathlib states the theorem as

$$
[f(a),f(b)]\subseteq f([a,b]).
$$

A proof of such an inclusion is a function that turns membership on the left into membership on the right. Here the pair `⟨hS.le, hb1⟩` proves $1\in[L(0),L(b)]$, so applying the theorem to it yields $1\in L([0,b])$. Membership in an image means that a preimage exists, and `obtain` unpacks it into the point `w0`, its bounds `h0` and `hwb`, and the equation `h1`, which says $L(w_0)=1$.

The closed interval is the reason for constructing $b$. The load diverges as $w$ approaches $D_j$, but Lean sets division by zero to zero, so the pole itself could not serve as the right endpoint.

## Strong coupling and the position of the crossing

For $S\ge1$, monotonicity between $0$ and $w$ puts the load above one, and the factorisation makes the gap negative. Under the same assumptions on `V` and `D`, the condition $S<1$ thus separates one inversion from an order that is inverted throughout the interval.

```lean
/-- With at least one perturber, nonzero couplings, positive perturber energies and
`1 ≤ ∑ V k ^ 2 / D k ^ 2`, the corrected excitation energy is negative everywhere between
zero and the lowest perturber. -/
theorem inverted_of_strong_coupling [Nonempty ι] (V D : ι → ℝ) (hV : ∀ k, V k ≠ 0)
    (hD : ∀ k, 0 < D k) (hS : 1 ≤ ∑ k, V k ^ 2 / D k ^ 2) {w : ℝ} (hw : 0 < w)
    (hwD : ∀ k, w < D k) : correctedGap V D w < 0 := by
  rw [← intruderLoad_zero] at hS
  have h := intruderLoad_lt V D hV hD hw hwD
  rw [correctedGap_eq V D w (fun k => (hD k).ne') (fun k => (hwD k).ne)]
  exact mul_neg_of_pos_of_neg hw (by linarith)
```

The bounds start from a given zero of the gap and allow vanishing couplings. Since $w>0$, the factorisation forces the load to be one, which is `h1`. The lower bound comes from the termwise comparison `h2`; the product handed to `nlinarith` is $V_k^2D_kw(D_k-m)\ge0$, exactly the difference of the two sides after the denominators are cleared. The upper bound again uses the fact that one term is at most the load.

```lean
/-- Let the perturber energies be positive and at least `m`. A zero `w` of the corrected
excitation energy between zero and the lowest perturber is at least
`m * (1 - ∑ V k ^ 2 / D k ^ 2)` and at most `D k - V k ^ 2 / D k` for every perturber. -/
theorem crossing_bounds (V D : ι → ℝ) (hD : ∀ k, 0 < D k) {m w : ℝ}
    (hm : ∀ k, m ≤ D k) (hw : 0 < w) (hwD : ∀ k, w < D k)
    (h : correctedGap V D w = 0) :
    m * (1 - ∑ k, V k ^ 2 / D k ^ 2) ≤ w ∧ ∀ k, w ≤ D k - V k ^ 2 / D k := by
  rw [correctedGap_eq V D w (fun k => (hD k).ne') (fun k => (hwD k).ne)] at h
  have h1 : intruderLoad V D w = 1 := by
    rcases mul_eq_zero.1 h with h | h <;> linarith
  constructor
  · -- compare each term with its value at zero excitation energy
    have h2 : (m - w) * intruderLoad V D w ≤ m * ∑ k, V k ^ 2 / D k ^ 2 := by
      unfold intruderLoad
      rw [Finset.mul_sum, Finset.mul_sum]
      apply Finset.sum_le_sum
      intro k _
      have hk := hD k
      rw [mul_div_assoc', mul_div_assoc',
        div_le_div_iff₀ (mul_pos hk (sub_pos.2 (hwD k))) (pow_pos hk 2)]
      nlinarith [mul_nonneg (mul_nonneg (mul_nonneg (sq_nonneg (V k)) hk.le) hw.le)
        (sub_nonneg.2 (hm k))]
    rw [h1] at h2
    linarith
  · intro k
    have h2 := term_le_intruderLoad V D w hD hwD k
    rw [h1, div_le_one (mul_pos (hD k) (sub_pos.2 (hwD k)))] at h2
    have h3 : V k ^ 2 / D k ≤ D k - w := (div_le_iff₀ (hD k)).2 (by linarith)
    linarith
```

For one perturber, with $m=D$, the two bounds coincide. The last theorem gives the value as an equivalence, with `Unit` as the one-element index type. Its two directions solve $v^2=d(d-w)$ for $w$ and substitute the solution back.

```lean
/-- For a single perturber at energy `d` with coupling `v`, and `0 < w < d`, the corrected
excitation energy vanishes exactly at `w = d - v ^ 2 / d`. -/
theorem single_intruder_crossing (v d w : ℝ) (hw : 0 < w) (hwd : w < d) :
    correctedGap (fun _ : Unit => v) (fun _ => d) w = 0 ↔ w = d - v ^ 2 / d := by
  have hd : 0 < d := hw.trans hwd
  have hne : d * (d - w) ≠ 0 := (mul_pos hd (sub_pos.2 hwd)).ne'
  have hg : correctedGap (fun _ : Unit => v) (fun _ => d) w
      = w * (1 - v ^ 2 / (d * (d - w))) := by
    rw [correctedGap_eq _ _ w (fun _ => hd.ne') (fun _ => hwd.ne)]
    simp [intruderLoad]
  constructor
  · intro h
    rw [hg] at h
    have h1 : v ^ 2 / (d * (d - w)) = 1 := by
      rcases mul_eq_zero.1 h with h | h <;> linarith
    have h2 : v ^ 2 = d * (d - w) := (div_eq_one_iff_eq hne).1 h1
    rw [h2, mul_div_cancel_left₀ _ hd.ne']
    ring
  · intro h
    have h1 : v ^ 2 / d = d - w := by linarith
    have h2 : v ^ 2 = d * (d - w) := by
      rw [div_eq_iff hd.ne'] at h1
      linarith
    rw [hg, h2, div_self hne]
    ring

end

end IntruderStateInversion
```

```lean
#print axioms IntruderStateInversion.state_order_inversion
-- 'IntruderStateInversion.state_order_inversion' depends on axioms: [propext, Classical.choice, Quot.sound]
#print axioms IntruderStateInversion.inverted_of_strong_coupling
-- 'IntruderStateInversion.inverted_of_strong_coupling' depends on axioms: [propext, Classical.choice, Quot.sound]
#print axioms IntruderStateInversion.crossing_bounds
-- 'IntruderStateInversion.crossing_bounds' depends on axioms: [propext, Classical.choice, Quot.sound]
#print axioms IntruderStateInversion.single_intruder_crossing
-- 'IntruderStateInversion.single_intruder_crossing' depends on axioms: [propext, Classical.choice, Quot.sound]
```
